# Along a differentiable pressure branch V(P), the enthalpy has H′ = V and H″ = −1/E″(V)

Q: I have a static energy–volume curve for a crystal, and I want its enthalpy as a function of pressure. If I stretch the crystal far enough, the curve reaches an inflection point, where the stiffness against volume changes vanishes. A formula with $-1/E''$ in it must break down there. Yet your theorem says that $E''$ is non-zero, without assuming it. Where has the inflection point gone?

A: It is excluded by the requirement that the volume be a differentiable function of pressure. Let $E(v)$ be the energy at volume $v$, assumed twice differentiable at the volumes used, and let $V(P)$ be the volume chosen at pressure $P$, so that
$$E'(V(P))=-P$$
for every $P$ in an open set $I$. A prime means the derivative with respect to a function's own argument. At your inflection point the tension is largest, so there is no equilibrium volume at slightly more negative pressure, and no open set of pressures around that point can carry such a branch.

Q: Show me the derivation before the code.

A: Both sides of the pressure relation agree throughout $I$, so we may differentiate them. The chain rule gives
$$E''(V(P))\,V'(P)=-1.$$
If $E''(V(P))$ were zero, this would read $0=-1$. Hence it is non-zero, and $V'(P)=-1/E''(V(P))$.

Now define the enthalpy $H(P)=E(V(P))+P\,V(P)$. By the chain and product rules,
$$H'(P)=E'(V(P))V'(P)+V(P)+P\,V'(P).$$
Putting $E'(V(P))=-P$ cancels the two terms with $V'$, which leaves $H'(P)=V(P)$. This holds at every pressure in $I$, so we may differentiate once more:
$$H''(P)=V'(P)=-\frac{1}{E''(V(P))}.$$

For positive volume, the bulk modulus of the static crystal is $B=V E''(V)$, so the last formula says $H''=-V/B$. In electronic-structure work on a static, one-variable energy curve, this means that the slope of the enthalpy gives the volume, and that minus its curvature, divided by the volume, gives the compressibility $1/B$.

Q: How much of that physics survives in the formal definitions?

A: The setting is real analysis in one variable.

```lean
import Mathlib

open Set Filter Topology

namespace EnthalpyLegendre

noncomputable section
```

The assumptions on the branch are collected in one structure.

```lean
/-- A differentiable branch `V` of volumes over an open set `I` of pressures, along which the
energy `E` is twice differentiable and the pressure is minus the slope of the energy. -/
structure IsPressureBranch (E V : ℝ → ℝ) (I : Set ℝ) : Prop where
  isOpen : IsOpen I
  diff_energy : ∀ P ∈ I, DifferentiableAt ℝ E (V P)
  diff_slope : ∀ P ∈ I, DifferentiableAt ℝ (deriv E) (V P)
  diff_volume : ∀ P ∈ I, DifferentiableAt ℝ V P
  pressure : ∀ P ∈ I, deriv E (V P) = -P
```

Here `E` and `V` are functions from real numbers to real numbers, and `I` is a set of pressures. The field `isOpen` says that every pressure in `I` has room on both sides; an open interval is the usual case. The next three fields say that $E$ is differentiable at $V(P)$, that its slope is differentiable there too, and that $V$ is differentiable at $P$. The field `pressure` fixes the sign convention: positive pressure means that the energy rises on compression.

Q: Isn't `diff_energy` redundant, once you have written down a value for the derivative?

A: Not at zero pressure. Lean's `deriv` returns zero where a function has no derivative, so a volume at which the energy jumps could otherwise pass for an equilibrium with $P=0$. An artificial example is $E(v)=(v-1)^2/2$, raised by a non-zero constant for $v>1$, with $V(P)=1-P$.

Q: And the enthalpy is the usual one?

A: Yes, evaluated along the chosen branch.

```lean
/-- The enthalpy `H(P) = E(V(P)) + P V(P)`. -/
def enthalpy (E V : ℝ → ℝ) (P : ℝ) : ℝ := E (V P) + P * V P
```

No units are attached, and nothing forces the volumes to be positive. The energy depends on volume alone, so shear, changes of cell shape and temperature do not appear. The branch is also given, not constructed: the theorem does not solve $E'(v)=-P$ for you. In that respect it is a statement about the Legendre transform along a known smooth branch, without a claim that every energy has one.

Q: Then take me through the proof. Where does the relation between the two slopes enter?

A: First.

```lean
variable {E V : ℝ → ℝ} {I : Set ℝ} {P : ℝ}

/-- The curvature of the energy times the pressure derivative of the volume is `-1`. -/
theorem curvature_mul_volume_slope (h : IsPressureBranch E V I) (hP : P ∈ I) :
    deriv (deriv E) (V P) * deriv V P = -1 := by
  -- differentiate both sides of E'(V(Q)) = -Q at Q = P
  have h1 : HasDerivAt (fun Q => deriv E (V Q)) (deriv (deriv E) (V P) * deriv V P) P :=
    (h.diff_slope P hP).hasDerivAt.comp P (h.diff_volume P hP).hasDerivAt
  have h2 : HasDerivAt (fun Q : ℝ => -Q) (-1) P := (hasDerivAt_id' P).fun_neg
  have heq : (fun Q => deriv E (V Q)) =ᶠ[𝓝 P] (fun Q : ℝ => -Q) := by
    filter_upwards [h.isOpen.mem_nhds hP] with Q hQ using h.pressure Q hQ
  exact h1.unique (h2.congr_of_eventuallyEq heq)
```

The result reads $E''(V(P))\,V'(P)=-1$, with `deriv (deriv E) (V P)` for the curvature. In the proof, `h1` is the chain rule for $E'(V(Q))$, where $Q$ is a pressure near $P$, and `h2` says that $-Q$ has slope $-1$. The statement `heq` says that these two functions agree near $P$, which is where openness is used. Since a function has at most one derivative at a point, the two slopes are equal.

Q: That last point matters to me. Agreement at the single pressure $P$ would tell us nothing about slopes.

A: Exactly, which is why the relation is required on an open set. The first derivative of the enthalpy is more forgiving, since it uses the pressure relation only at $P$ itself.

```lean
/-- The pressure derivative of the enthalpy is the volume. -/
theorem hasDerivAt_enthalpy (h : IsPressureBranch E V I) (hP : P ∈ I) :
    HasDerivAt (enthalpy E V) (V P) P := by
  have hV := (h.diff_volume P hP).hasDerivAt
  have hE : HasDerivAt (fun Q => E (V Q)) (deriv E (V P) * deriv V P) P :=
    (h.diff_energy P hP).hasDerivAt.comp P hV
  have hH : HasDerivAt (enthalpy E V)
      (deriv E (V P) * deriv V P + (1 * V P + P * deriv V P)) P :=
    hE.add ((hasDerivAt_id' P).mul hV)
  -- the two terms with V' cancel by the pressure relation
  exact hH.congr_deriv (by rw [h.pressure P hP]; ring)
```

`HasDerivAt (enthalpy E V) (V P) P` says both that $H$ is differentiable at $P$ and that its derivative is $V(P)$. The expression in `hH` is the three-term formula for $H'$ above. The final line inserts $E'(V(P))=-P$, and `ring` carries out the cancellation.

Q: So the main theorem only has to assemble these?

A: Almost. It also has to differentiate $H'$.

```lean
/-- Along a pressure branch the energy has non-zero curvature, the first derivative of the
enthalpy is the volume, and its second derivative is `-1/E''(V(P))`. -/
theorem enthalpy_legendre (h : IsPressureBranch E V I) (hP : P ∈ I) :
    deriv (deriv E) (V P) ≠ 0 ∧
    HasDerivAt (enthalpy E V) (V P) P ∧
    HasDerivAt (deriv (enthalpy E V)) (-1 / deriv (deriv E) (V P)) P := by
  have key := curvature_mul_volume_slope h hP
  have hne : deriv (deriv E) (V P) ≠ 0 := by
    intro h0
    rw [h0, zero_mul] at key
    norm_num at key
  refine ⟨hne, hasDerivAt_enthalpy h hP, ?_⟩
  -- near P the function H' coincides with V
  have heq : deriv (enthalpy E V) =ᶠ[𝓝 P] V := by
    filter_upwards [h.isOpen.mem_nhds hP] with Q hQ using (hasDerivAt_enthalpy h hQ).deriv
  have hslope : deriv V P = -1 / deriv (deriv E) (V P) := by
    rw [eq_div_iff hne]
    linear_combination key
  exact ((h.diff_volume P hP).hasDerivAt.congr_of_eventuallyEq heq).congr_deriv hslope
```

The conclusion has three parts: the curvature of $E$ is non-zero, $H'(P)=V(P)$, and the function $H'$ has derivative $-1/E''(V(P))$ at $P$. The first part is the contradiction $0=-1$ from the hand derivation. For the third, `heq` records that $H'$ and $V$ coincide near $P$, so they have the same derivative there. The step `hslope` solves the product relation for $V'(P)$, which is legitimate because the curvature has just been shown to be non-zero.

Q: Non-zero is not the same as positive. Could this branch be mechanically unstable?

A: It could. The hypotheses allow $E''<0$, which describes a stationary volume that is unstable against uniform expansion or compression. The sign can be read from the enthalpy.

```lean
/-- The energy has positive curvature in the volume exactly when the enthalpy has negative
curvature in the pressure. -/
theorem energy_curvature_pos_iff (h : IsPressureBranch E V I) (hP : P ∈ I) :
    0 < deriv (deriv E) (V P) ↔ deriv (deriv (enthalpy E V)) P < 0 := by
  rw [(enthalpy_legendre h hP).2.2.deriv]
  constructor
  · intro hpos
    exact div_neg_of_neg_of_pos (by norm_num) hpos
  · intro hneg
    by_contra hcon
    have h0 : 0 ≤ -1 / deriv (deriv E) (V P) :=
      div_nonneg_of_nonpos (by norm_num) (not_lt.mp hcon)
    linarith
```

So $E''(V(P))>0$ exactly when $H''(P)<0$. After substituting the formula for $H''$, one direction divides a negative number by a positive one. For the other, a curvature that was not positive would make $-1/E''(V(P))$ non-negative, against the assumption.

Q: Have I lost any information by passing from $E$ to $H$?

A: Not about the volumes that the branch visits. Since $H'=V$, subtracting $P H'(P)$ from $H(P)$ removes the term $P V(P)$ and leaves the energy.

```lean
/-- The energy is recovered from the enthalpy as `E(V(P)) = H(P) - P H'(P)`. -/
theorem energy_eq_enthalpy_sub (h : IsPressureBranch E V I) (hP : P ∈ I) :
    E (V P) = enthalpy E V P - P * deriv (enthalpy E V) P := by
  rw [(hasDerivAt_enthalpy h hP).deriv]
  unfold enthalpy
  ring
```

The proof replaces $H'(P)$ by $V(P)$, unfolds the definition of $H$ and simplifies. Energies at volumes that the branch never reaches are not recovered.

Q: I usually think of enthalpy as a minimum over volumes. Your definition only picks a stationary point.

A: Convexity closes that gap. Let $D$ be a set of volumes on which $E$ is convex, with $V(P)$ and $v$ in $D$. For $0<t\le 1$, convexity gives
$$E\big(V(P)+t(v-V(P))\big)\le(1-t)E(V(P))+tE(v).$$
Subtract $E(V(P))$, divide by $t$ and let $t$ go to zero:
$$E'(V(P))\,(v-V(P))\le E(v)-E(V(P)).$$
With $E'(V(P))=-P$, this rearranges to $H(P)\le E(v)+Pv$.

```lean
/-- If the energy is convex on a set `D` of volumes containing `V(P)`, then the enthalpy at `P`
is at most `E(v) + P v` for every volume `v` in `D`. -/
theorem enthalpy_le_of_convex (h : IsPressureBranch E V I) (hP : P ∈ I) {D : Set ℝ}
    (hconv : ConvexOn ℝ D E) (hVD : V P ∈ D) {v : ℝ} (hv : v ∈ D) :
    enthalpy E V P ≤ E v + P * v := by
  have hE := (h.diff_energy P hP).hasDerivAt
  rw [h.pressure P hP] at hE
  -- a convex energy lies above its tangent line, whose slope is -P
  rcases lt_trichotomy v (V P) with hlt | heq | hgt
  · have hs := hconv.slope_le_of_hasDerivAt hv hVD hlt hE
    rw [slope_def_field, div_le_iff₀ (sub_pos.2 hlt)] at hs
    unfold enthalpy
    linarith
  · rw [heq]
    exact le_refl _
  · have hs := hconv.le_slope_of_hasDerivAt hVD hv hgt hE
    rw [slope_def_field, le_div_iff₀ (sub_pos.2 hgt)] at hs
    unfold enthalpy
    linarith
```

The Lean proof uses the same tangent-line fact in terms of chord slopes. If $v<V(P)$, the chord between the two volumes has slope at most $-P$; if $v>V(P)$, its slope is at least $-P$. Multiplying by the positive distance between the volumes gives the inequality in each case, and for $v=V(P)$ the two sides are equal. That equality also shows that the bound is attained, so $H(P)$ is the minimum of $E(v)+Pv$ over $D$.

Q: Back to my first worry. If everything rests on the differentiability of $V$, show me a case where only that fails.

A: Take $E(v)=v^4/4$, with $v$ read as a displacement from a reference volume, so that it may be negative. Then $E'(v)=v^3$, and the pressure relation has exactly one solution at each pressure, $V(P)=-\sqrt[3]{P}$, with the real cube root. The energy is smooth and convex, and $V$ is continuous, but its graph is vertical at $P=0$. There $E''(V(0))=0$, so the first conclusion of the theorem fails. By hand one finds
$$H(P)=-\tfrac34|P|^{4/3}.$$
This still has $H'=V$ everywhere, but it has no second derivative at zero pressure.

```lean
/-- The quartic energy `v⁴/4` has no differentiable pressure branch through zero pressure. -/
theorem quartic_no_branch (V : ℝ → ℝ) (I : Set ℝ) (h0 : (0 : ℝ) ∈ I) :
    ¬ IsPressureBranch (fun v => v ^ 4 / 4) V I := by
  intro h
  have hd : deriv (fun v : ℝ => v ^ 4 / 4) = fun v => v ^ 3 := by
    funext v
    have hv : HasDerivAt (fun v : ℝ => v ^ 4 / 4) (v ^ 3) v :=
      ((hasDerivAt_pow 4 v).div_const 4).congr_deriv (by norm_num)
    exact hv.deriv
  have key := curvature_mul_volume_slope h h0
  have hp := h.pressure 0 h0
  rw [hd] at hp key
  -- zero pressure forces v = 0, where the curvature vanishes
  have hV0 : V 0 = 0 := by simpa using hp
  have h2 : HasDerivAt (fun v : ℝ => v ^ 3) 0 0 :=
    (hasDerivAt_pow 3 (0 : ℝ)).congr_deriv (by norm_num)
  rw [hV0, h2.deriv, zero_mul] at key
  norm_num at key
```

The theorem says that no choice of `V` and `I` gives a pressure branch for this energy if `I` contains zero. Its proof first computes the slope $v^3$. Zero pressure then forces $V(0)=0$, where the curvature vanishes, and the product relation from the start becomes $0=-1$.

Q: One last suspicion. A long list of hypotheses can be so strict that nothing satisfies it.

A: The ideal-gas isotherm does. Take $E(v)=-c\log v$ with $c>0$, and $V(P)=c/P$ for $P>0$. Then $E'(v)=-c/v$, so $E'(V(P))=-P$. Physically, $c$ is the number of particles times Boltzmann's constant times the temperature, and $-c\log v$ is the volume-dependent part of the Helmholtz free energy. The function called `enthalpy` is then the corresponding part of the Gibbs free energy.

```lean
/-- The function `-c log v` with the ideal-gas volume `V(P) = c/P` is a pressure branch over all
positive pressures, for every `c > 0`. -/
theorem isPressureBranch_witness {c : ℝ} (hc : 0 < c) :
    IsPressureBranch (fun v => -c * Real.log v) (fun P => c / P) (Ioi 0) := by
  have hd : deriv (fun v : ℝ => -c * Real.log v) = fun v => -c * v⁻¹ := by
    funext v
    rw [deriv_const_mul_field, Real.deriv_log]
  refine ⟨isOpen_Ioi, ?_, ?_, ?_, ?_⟩
  · intro P hP
    have hP' : 0 < P := hP
    exact (Real.differentiableAt_log (div_pos hc hP').ne').const_mul (-c)
  · intro P hP
    have hP' : 0 < P := hP
    rw [hd]
    exact (hasDerivAt_inv (div_pos hc hP').ne').differentiableAt.const_mul (-c)
  · intro P hP
    have hP' : 0 < P := hP
    exact (differentiableAt_const c).div differentiableAt_id hP'.ne'
  · intro P hP
    have hP' : P ≠ 0 := (show 0 < P from hP).ne'
    have hc' : c ≠ 0 := hc.ne'
    rw [hd]
    show -c * (c / P)⁻¹ = -P
    field_simp

end

end EnthalpyLegendre
```

The proof checks the fields of the structure in turn. The set of positive pressures is open, the logarithm and its slope are differentiable at the positive volume $c/P$, and $c/P$ is differentiable in $P$. The last step, `field_simp`, verifies the pressure relation.

Q: And the curvature formula gives the right compressibility there?

A: It does. Here $E''(v)=c/v^2$, which equals $P^2/c$ at $v=c/P$, so the formula gives $H''(P)=-c/P^2$. That is the derivative of $c/P$, as it should be. Dividing $-H''(P)$ by the volume $c/P$ gives the compressibility $1/P$, the isothermal value for an ideal gas.

```lean
#print axioms EnthalpyLegendre.enthalpy_legendre
-- 'EnthalpyLegendre.enthalpy_legendre' depends on axioms: [propext, Classical.choice, Quot.sound]
#print axioms EnthalpyLegendre.energy_curvature_pos_iff
-- 'EnthalpyLegendre.energy_curvature_pos_iff' depends on axioms: [propext, Classical.choice, Quot.sound]
#print axioms EnthalpyLegendre.enthalpy_le_of_convex
-- 'EnthalpyLegendre.enthalpy_le_of_convex' depends on axioms: [propext, Classical.choice, Quot.sound]
#print axioms EnthalpyLegendre.quartic_no_branch
-- 'EnthalpyLegendre.quartic_no_branch' depends on axioms: [propext, Classical.choice, Quot.sound]
```
